# The correlation gradient t from the exchange gradient s: t² = (3π²/16)^(2/3) s²/(φ² r), with t growing as √L under uniform scaling

Some gradient-corrected functionals use one reduced gradient, s, for exchange and another, t, for correlation. The two are not related by a fixed number. If t were replaced by a constant multiple of s, two points with the same nonzero s and the same spin polarisation but different densities would be assigned the same t, although their true values differ. The conversion derived here expresses this density dependence through the Wigner-Seitz radius.

## Conversion and scaling by hand

Work in atomic units. Let n > 0 be the total electron density at a point, G ≥ 0 the magnitude of its gradient, and φ > 0 the spin-scaling factor, which equals 1 for an unpolarised system. Let k and q be the Fermi wavevector and the Thomas-Fermi screening wavevector of a spin-unpolarised uniform electron gas of density n. The same k and q are used when the actual system is spin-polarised. With the Wigner-Seitz radius r, they are

k = (3π²n)^(1/3),  q = √(4k/π),  r = (3/(4πn))^(1/3).

The reduced gradients for exchange and correlation measure G against k and q respectively:

s = G/(2kn),  t = G/(2φqn).

The claim is that

t² = (3π²/16)^(2/3) s²/(φ² r).

Squaring t and inserting q² = 4k/π gives

t² = G²/(4φ²q²n²) = πG²/(16φ²kn²).

Since G = 2kns, this becomes

t² = (π/4) k s²/φ².

The density cancels from the product of k and r:

kr = (3π²n · 3/(4πn))^(1/3) = (9π/4)^(1/3).

Replacing k by (9π/4)^(1/3)/r leaves the prefactor (π/4)(9π/4)^(1/3). Its cube is

(π³/64)(9π/4) = 9π⁴/256 = (3π²/16)²,

so the prefactor is (3π²/16)^(2/3), as claimed.

Now let n → L³n and G → L⁴G with L > 0. Then k → Lk and q → √L q, so

s → L⁴G/(2 · Lk · L³n) = s,
t → L⁴G/(2φ · √L q · L³n) = √L t.

These replacements are what uniform scaling does to a density in space. With n_L(x) = L³n(Lx), the chain rule supplies one more factor of L:

|∇n_L(x)| = L⁴ |∇n|(Lx).

Here n and G are the values at a fixed point y of the original density, and the scaled density is taken at x = y/L. If G > 0, t at that moving point grows without bound as L → ∞. In a correlation functional built from r, φ and t, this fixes how the gradient argument behaves in the high-density limit; the behaviour of the energy depends on the functional's form as well.

## Numerical use and the reduced Laplacian

A program that has s², φ and r at a grid point can obtain the square of the correlation variable from

t² ≈ 1.5073 s²/(φ² r).

If it stores σ = G², then s² = σ/(4k²n²), and no square root of σ is needed. Both s and r must be formed from the total density. In a spin-polarised calculation exchange is usually evaluated for each spin separately, with a reduced gradient formed from twice that spin's density; those values are not the s of this formula.

The same power counting, although it has no theorem below, applies to the reduced Laplacian ∇²n/(4k²n). Under uniform scaling its numerator gains L⁵ and its denominator L² · L³, so its value at x is the original value at Lx.

## Definitions in Lean

```lean
import Mathlib

open Filter
open scoped Real

namespace CorrelationGradientExpansion

noncomputable section
```

The three density-dependent quantities are real functions of a real density. `kF`, `kS` and `rS` stand for k, q and r; the uniform gas in the first two descriptions is the spin-unpolarised one.

```lean
/-- Fermi wavevector of a uniform electron gas of density `n`. -/
def kF (n : ℝ) : ℝ := (3 * π ^ 2 * n) ^ (1 / 3 : ℝ)

/-- Thomas-Fermi screening wavevector at density `n`. -/
def kS (n : ℝ) : ℝ := √(4 * kF n / π)

/-- Wigner-Seitz radius at density `n`. -/
def rS (n : ℝ) : ℝ := (3 / (4 * π * n)) ^ (1 / 3 : ℝ)
```

The reduced gradients take n and G as separate numbers, so the algebra applies at a single point without reference to a whole density.

```lean
/-- Reduced gradient `s` for exchange, with `G` the magnitude of the density gradient. -/
def sRed (n G : ℝ) : ℝ := G / (2 * kF n * n)

/-- Reduced gradient `t` for correlation, with `φ` the spin-scaling factor. -/
def tRed (φ n G : ℝ) : ℝ := G / (2 * φ * kS n * n)
```

Here φ is an independent argument, and its formula in terms of spin polarisation is not used. The theorems ask only that it be positive.

For the spatial statement, a density is a real function on three-dimensional Euclidean space. `gradNorm` is the norm of its derivative as a linear map, which in this space equals the length of the gradient vector. `scaled` is n_L.

```lean
/-- Three-dimensional Euclidean space. -/
abbrev Space := EuclideanSpace ℝ (Fin 3)

/-- Magnitude of the gradient of a density at a point. -/
def gradNorm (n : Space → ℝ) (x : Space) : ℝ := ‖fderiv ℝ n x‖

/-- The uniformly scaled density `L³ n(L x)`. -/
def scaled (L : ℝ) (n : Space → ℝ) (x : Space) : ℝ := L ^ 3 * n (L • x)
```

## The conversion formula

Positivity of k and q comes first, since both are later cancelled from denominators.

```lean
lemma kF_pos {n : ℝ} (hn : 0 < n) : 0 < kF n := by
  unfold kF
  positivity

lemma kS_pos {n : ℝ} (hn : 0 < n) : 0 < kS n := by
  have := kF_pos hn
  unfold kS
  positivity
```

The next theorem is the identity kr = (9π/4)^(1/3). `Real.mul_rpow` joins the two cube roots, and `h` simplifies the product under the root.

```lean
/-- The Fermi wavevector times the Wigner-Seitz radius is the same constant at every positive
density. -/
theorem kF_mul_rS {n : ℝ} (hn : 0 < n) :
    kF n * rS n = (9 * π / 4) ^ (1 / 3 : ℝ) := by
  have hπ := Real.pi_pos.ne'
  have hn' := hn.ne'
  have h : 3 * π ^ 2 * n * (3 / (4 * π * n)) = 9 * π / 4 := by
    field_simp
    ring
  unfold kF rS
  rw [← Real.mul_rpow (by positivity) (by positivity), h]
```

The intermediate formula t² = (π/4)ks²/φ² follows the hand calculation: `hq` is q² = 4k/π, `ht` is the squared definition of t, and `field_simp` with `ring` finishes the algebra.

```lean
/-- The squared correlation gradient is the squared exchange gradient times
`π k / (4 φ²)`, with `k` the Fermi wavevector. -/
theorem tRed_sq_eq_kF {φ n : ℝ} (hφ : 0 < φ) (hn : 0 < n) (G : ℝ) :
    tRed φ n G ^ 2 = π / 4 * kF n * sRed n G ^ 2 / φ ^ 2 := by
  have hk := kF_pos hn
  have hπ := Real.pi_pos
  have hq : kS n ^ 2 = 4 * kF n / π := by
    unfold kS
    exact Real.sq_sqrt (by positivity)
  have ht : tRed φ n G ^ 2 = G ^ 2 / (4 * φ ^ 2 * kS n ^ 2 * n ^ 2) := by
    unfold tRed
    rw [div_pow]
    congr 1
    ring
  rw [ht, hq]
  unfold sRed
  field_simp
  ring
```

For the prefactor, `h1` and `h2` compute the cubes of the two fractional powers. Both sides are nonnegative, so equality of their cubes is enough.

```lean
/-- The numerical prefactor, written in two ways. -/
lemma prefactor_eq :
    π / 4 * (9 * π / 4) ^ (1 / 3 : ℝ) = (3 * π ^ 2 / 16) ^ (2 / 3 : ℝ) := by
  have hπ := Real.pi_pos
  have h1 : ((9 * π / 4) ^ (1 / 3 : ℝ)) ^ 3 = 9 * π / 4 := by
    rw [← Real.rpow_natCast ((9 * π / 4) ^ (1 / 3 : ℝ)) 3,
      ← Real.rpow_mul (by positivity),
      show (1 / 3 : ℝ) * ((3 : ℕ) : ℝ) = 1 by norm_num, Real.rpow_one]
  have h2 : ((3 * π ^ 2 / 16) ^ (2 / 3 : ℝ)) ^ 3 = (3 * π ^ 2 / 16) ^ 2 := by
    rw [← Real.rpow_natCast ((3 * π ^ 2 / 16) ^ (2 / 3 : ℝ)) 3,
      ← Real.rpow_mul (by positivity),
      show (2 / 3 : ℝ) * ((3 : ℕ) : ℝ) = ((2 : ℕ) : ℝ) by norm_num, Real.rpow_natCast]
  -- two nonnegative numbers with equal cubes are equal
  refine (pow_left_inj₀ (by positivity) (by positivity) (by norm_num : (3 : ℕ) ≠ 0)).mp ?_
  rw [mul_pow, h1, h2]
  ring
```

The main identity combines these results. The proof rewrites the constant as (π/4)kr, after which r cancels against the denominator. The statement holds for every real `G`; the physical restriction G ≥ 0 is not needed.

```lean
/-- The correlation gradient `t` expressed through the exchange gradient `s`, the
spin-scaling factor and the Wigner-Seitz radius. -/
theorem tRed_sq_eq {φ n : ℝ} (hφ : 0 < φ) (hn : 0 < n) (G : ℝ) :
    tRed φ n G ^ 2 =
      (3 * π ^ 2 / 16) ^ (2 / 3 : ℝ) * sRed n G ^ 2 / (φ ^ 2 * rS n) := by
  have hr : 0 < rS n := by
    unfold rS
    positivity
  rw [tRed_sq_eq_kF hφ hn, ← prefactor_eq, ← kF_mul_rS hn]
  field_simp
```

## The scaling laws

The first lemma takes the factor L³ out of the cube root, giving k → Lk. The second takes L out of the square root, giving q → √L q.

```lean
lemma kF_scale {L n : ℝ} (hL : 0 < L) (hn : 0 < n) : kF (L ^ 3 * n) = L * kF n := by
  have h : (L ^ 3) ^ (1 / 3 : ℝ) = L := by
    rw [← Real.rpow_natCast L 3, ← Real.rpow_mul hL.le,
      show ((3 : ℕ) : ℝ) * (1 / 3 : ℝ) = 1 by norm_num, Real.rpow_one]
  unfold kF
  rw [show 3 * π ^ 2 * (L ^ 3 * n) = L ^ 3 * (3 * π ^ 2 * n) by ring,
    Real.mul_rpow (by positivity) (by positivity), h]

lemma kS_scale {L n : ℝ} (hL : 0 < L) (hn : 0 < n) : kS (L ^ 3 * n) = √L * kS n := by
  unfold kS
  rw [kF_scale hL hn, show 4 * (L * kF n) / π = L * (4 * kF n / π) by ring,
    Real.sqrt_mul hL.le]
```

The theorem states both laws as a conjunction. For s all powers of L cancel. For t the remaining factor is L/√L, which `Real.div_sqrt` turns into √L.

```lean
/-- When the density is multiplied by `L³` and its gradient by `L⁴`, `s` is unchanged
and `t` is multiplied by `√L`. -/
theorem reduced_gradients_scale {φ n L : ℝ} (hφ : 0 < φ) (hn : 0 < n) (hL : 0 < L) (G : ℝ) :
    sRed (L ^ 3 * n) (L ^ 4 * G) = sRed n G ∧
      tRed φ (L ^ 3 * n) (L ^ 4 * G) = √L * tRed φ n G := by
  have hk := kF_pos hn
  have hq := kS_pos hn
  have hs : 0 < √L := Real.sqrt_pos.mpr hL
  constructor
  · unfold sRed
    rw [kF_scale hL hn]
    field_simp
  · unfold tRed
    rw [kS_scale hL hn]
    calc L ^ 4 * G / (2 * φ * (√L * kS n) * (L ^ 3 * n))
        = L / √L * (G / (2 * φ * kS n * n)) := by field_simp
      _ = √L * (G / (2 * φ * kS n * n)) := by rw [Real.div_sqrt]
```

The link to a density in space is the chain rule. In the proof, `h1` differentiates the map y ↦ Ly, `h2` composes it with the density, and `h3` collects the factors into L⁴. Taking norms gives the result. The density need only be differentiable at the point Lx.

```lean
/-- The gradient magnitude of the scaled density at `x` is `L⁴` times that of the
original density at `L x`. -/
theorem gradNorm_scaled {n : Space → ℝ} {L : ℝ} {x : Space}
    (h : DifferentiableAt ℝ n (L • x)) :
    gradNorm (scaled L n) x = L ^ 4 * gradNorm n (L • x) := by
  have h1 : HasFDerivAt (fun y : Space => L • y) (L • ContinuousLinearMap.id ℝ Space) x :=
    (L • ContinuousLinearMap.id ℝ Space).hasFDerivAt
  have h2 := HasFDerivAt.comp (g := n) (f := fun y : Space => L • y) x h.hasFDerivAt h1
  -- one factor of L comes from the chain rule, three from the normalisation
  have h3 : HasFDerivAt (scaled L n) (L ^ 4 • fderiv ℝ n (L • x)) x := by
    refine (h2.const_mul (L ^ 3)).congr_fderiv (ContinuousLinearMap.ext fun v => ?_)
    show L ^ 3 * fderiv ℝ n (L • x) (L • v) = L ^ 4 * fderiv ℝ n (L • x) v
    rw [map_smul, smul_eq_mul]
    ring
  unfold gradNorm
  rw [h3.fderiv, norm_smul, Real.norm_of_nonneg (by positivity)]
```

Substituting this gradient into the previous theorem gives the pointwise laws: s of the scaled density at x is the original s at Lx, and t is √L times the original t there. The density must be positive at Lx, but no integrability or normalisation is assumed. The same φ appears on both sides; for a spin-polarised system with both spin densities scaled together, it is the value belonging to Lx in the original density.

```lean
/-- For a density in space under uniform scaling, `s` at `x` equals the original `s` at
`L x`, and `t` at `x` equals `√L` times the original `t` at `L x`. -/
theorem density_scaling {n : Space → ℝ} {φ L : ℝ} {x : Space} (hφ : 0 < φ) (hL : 0 < L)
    (hn : 0 < n (L • x)) (h : DifferentiableAt ℝ n (L • x)) :
    sRed (scaled L n x) (gradNorm (scaled L n) x) = sRed (n (L • x)) (gradNorm n (L • x)) ∧
      tRed φ (scaled L n x) (gradNorm (scaled L n) x) =
        √L * tRed φ (n (L • x)) (gradNorm n (L • x)) := by
  rw [gradNorm_scaled h]
  exact reduced_gradients_scale hφ hn hL _
```

The last theorem is the high-density limit at fixed initial n and G, with G > 0. Its proof starts from the divergence of √L times a positive constant, then uses the scaling law to identify that product with t for all L > 0.

```lean
/-- For a positive density `n` and a positive gradient magnitude `G`, the value of `t` at density
`L³ n` and gradient magnitude `L⁴ G` tends to infinity as `L` does. -/
theorem tRed_tendsto_atTop {φ n G : ℝ} (hφ : 0 < φ) (hn : 0 < n) (hG : 0 < G) :
    Tendsto (fun L : ℝ => tRed φ (L ^ 3 * n) (L ^ 4 * G)) atTop atTop := by
  have ht : 0 < tRed φ n G := by
    have := kS_pos hn
    unfold tRed
    positivity
  refine (Real.tendsto_sqrt_atTop.atTop_mul_const ht).congr' ?_
  filter_upwards [eventually_gt_atTop (0 : ℝ)] with L hL
  exact (reduced_gradients_scale hφ hn hL G).2.symm

end

end CorrelationGradientExpansion
```

```lean
#print axioms CorrelationGradientExpansion.tRed_sq_eq
#print axioms CorrelationGradientExpansion.density_scaling
#print axioms CorrelationGradientExpansion.tRed_tendsto_atTop
```

```
'CorrelationGradientExpansion.tRed_sq_eq' depends on axioms: [propext, Classical.choice, Quot.sound]
'CorrelationGradientExpansion.density_scaling' depends on axioms: [propext, Classical.choice, Quot.sound]
'CorrelationGradientExpansion.tRed_tendsto_atTop' depends on axioms: [propext, Classical.choice, Quot.sound]
```
